# The least exchange energy of a 180° wall without anisotropy vanishes as the chain grows

A chain of $n$ bonds carries classical unit spins $s_0,\dots,s_n$. Its nearest-neighbour ferromagnetic exchange energy, in units of the coupling and measured from the aligned state, is

$$E_n(s)=\sum_{i<n}\bigl(1-\langle s_i,s_{i+1}\rangle\bigr).$$

A wall is imposed by $s_n=-s_0$, which stands for opposite domains held fixed at the two ends. Anisotropy, dipolar coupling, applied field and temperature are absent.

In Lean, spins are a sequence `s : ℕ → V` in a real inner product space `V`; only the spins up to index $n$ enter, and only they must have unit length. The lower bounds below hold in any such space. The minimum, whose limit the title describes, is proved for three-component spins; for one-component spins $\pm1$ the least energy is 2 at every length.

```lean
import Mathlib

open Filter Topology
open scoped Real

namespace WallWithoutAnisotropy

noncomputable section

variable {V : Type*} [NormedAddCommGroup V] [InnerProductSpace ℝ V]
```

The energy is `wallEnergy n s`.

```lean
/-- Exchange energy of the first `n` bonds of a spin chain, measured from the aligned state. -/
def wallEnergy (n : ℕ) (s : ℕ → V) : ℝ :=
  ∑ i ∈ Finset.range n, (1 - inner ℝ (s i) (s (i + 1)))
```

Trial states use the planar spin $p(\varphi)=(\cos\varphi,\sin\varphi,0)$.

```lean
/-- The unit spin in the `xy` plane of three-dimensional space at angle `φ` to the `x` axis. -/
def planarSpin (φ : ℝ) : EuclideanSpace ℝ (Fin 3) :=
  !₂[Real.cos φ, Real.sin φ, 0]
```

The spiral of total angle $\Phi$ has spins $p(i\Phi/n)$.

```lean
/-- The uniform spiral that turns by a total angle `Φ` over `n` bonds. -/
def spiral (Φ : ℝ) (n : ℕ) (i : ℕ) : EuclideanSpace ℝ (Fin 3) :=
  planarSpin (i * (Φ / n))
```

## (a) Overlaps of three spins

For unit vectors $u,v,w$ and any real angles $a,\theta$, show that

$$\sin a\sin\theta\,\bigl(\cos(a+\theta)-\langle u,w\rangle\bigr)\le \sin(a+\theta)\bigl[\sin\theta(\cos a-\langle u,v\rangle)+\sin a(\cos\theta-\langle v,w\rangle)\bigr].$$

**Solution.** Write $S=\sin(a+\theta)$. Expanding $\|Sv-\sin\theta\,u-\sin a\,w\|^2\ge0$ gives

$$S^2+\sin^2\theta+\sin^2a-2S\sin\theta\langle u,v\rangle-2S\sin a\langle v,w\rangle+2\sin a\sin\theta\langle u,w\rangle\ge0.$$

The addition formulas give $\sin^2\theta+\sin^2a=S^2-2\sin a\sin\theta\cos(a+\theta)$. Substitute this, halve, and write $S^2=S(\sin\theta\cos a+\sin a\cos\theta)$. In the code, `tri` is the trigonometric identity, `h` is the expanded norm, and `linear_combination` adds half of each to $S$ times the addition formula `hS`.

```lean
/-- An inequality between the three mutual overlaps of three unit spins,
for arbitrary reference angles `a` and `θ`. -/
theorem three_spin_inequality (u v w : V) (hu : ‖u‖ = 1) (hv : ‖v‖ = 1) (hw : ‖w‖ = 1)
    (a θ : ℝ) :
    0 ≤ Real.sin (a + θ) * (Real.sin θ * (Real.cos a - inner ℝ u v)
        + Real.sin a * (Real.cos θ - inner ℝ v w))
      - Real.sin a * Real.sin θ * (Real.cos (a + θ) - inner ℝ u w) := by
  have hS := Real.sin_add a θ
  -- an identity for all real a and θ; if a, θ and π - a - θ are the angles of a triangle,
  -- it is the law of cosines
  have tri : Real.sin θ ^ 2 + Real.sin a ^ 2
      + 2 * Real.sin θ * Real.sin a * Real.cos (a + θ) = Real.sin (a + θ) ^ 2 := by
    rw [Real.sin_add, Real.cos_add]
    linear_combination (-Real.sin θ ^ 2) * Real.sin_sq_add_cos_sq a
      - Real.sin a ^ 2 * Real.sin_sq_add_cos_sq θ
  -- a squared norm is nonnegative
  have h : 0 ≤ inner ℝ (Real.sin (a + θ) • v - Real.sin θ • u - Real.sin a • w)
      (Real.sin (a + θ) • v - Real.sin θ • u - Real.sin a • w) := real_inner_self_nonneg
  have h1 : inner ℝ v u = inner ℝ u v := real_inner_comm _ _
  have h2 : inner ℝ w v = inner ℝ v w := real_inner_comm _ _
  have h3 : inner ℝ w u = inner ℝ u w := real_inner_comm _ _
  simp only [inner_sub_left, inner_sub_right, real_inner_smul_left, real_inner_smul_right,
    real_inner_self_eq_norm_sq, norm_smul, Real.norm_eq_abs, mul_pow, sq_abs,
    hu, hv, hw, h1, h2, h3] at h
  linear_combination h / 2 + Real.sin (a + θ) * hS + tri / 2
```

## (b) Induction along the chain

For $\theta>0$ and $(k+1)\theta<\pi$, show that

$$\sin\theta\,\bigl(\cos((k+1)\theta)-\langle s_0,s_{k+1}\rangle\bigr)\le\sin((k+1)\theta)\sum_{i<k+1}\bigl(\cos\theta-\langle s_i,s_{i+1}\rangle\bigr).$$

**Solution.** For $k=0$ the two sides are equal. For the step, let $a=(k+1)\theta$, let $D$ be the sum above, and let $d=\cos\theta-\langle s_{k+1},s_{k+2}\rangle$. Assume $a+\theta<\pi$, so $\sin a$ and $\sin(a+\theta)$ are positive. Part (a) for $s_0,s_{k+1},s_{k+2}$, followed by the induction hypothesis, gives

$$\begin{aligned}\sin a\sin\theta\,\bigl(\cos(a+\theta)-\langle s_0,s_{k+2}\rangle\bigr)&\le\sin(a+\theta)\bigl[\sin\theta(\cos a-\langle s_0,s_{k+1}\rangle)+\sin a\,d\bigr]\\&\le\sin(a+\theta)\sin a\,(D+d).\end{aligned}$$

Divide by $\sin a$. In the code these two inequalities are `key` and `m`.

```lean
/-- Along a chain of `k + 1` bonds, the overlap of the end spins bounds the sum of the bond
terms relative to a uniform spiral of pitch `θ`, if that spiral turns by less than `π`. -/
theorem chain_inequality (s : ℕ → V) (θ : ℝ) (hθ : 0 < θ) (k : ℕ)
    (hs : ∀ i ≤ k + 1, ‖s i‖ = 1) (hk : ((k : ℝ) + 1) * θ < π) :
    Real.sin θ * (Real.cos (((k : ℝ) + 1) * θ) - inner ℝ (s 0) (s (k + 1))) ≤
      Real.sin (((k : ℝ) + 1) * θ) *
        ∑ i ∈ Finset.range (k + 1), (Real.cos θ - inner ℝ (s i) (s (i + 1))) := by
  induction k with
  | zero => simp
  | succ k ih =>
    have e : (((k + 1 : ℕ) : ℝ) + 1) * θ = ((k : ℝ) + 1) * θ + θ := by
      push_cast
      ring
    rw [e] at hk ⊢
    have ih' := ih (fun i hi => hs i (by omega)) (by linarith)
    have hA : 0 < Real.sin (((k : ℝ) + 1) * θ) :=
      Real.sin_pos_of_pos_of_lt_pi (by positivity) (by linarith)
    have hS : 0 < Real.sin (((k : ℝ) + 1) * θ + θ) :=
      Real.sin_pos_of_pos_of_lt_pi (by positivity) hk
    -- add one bond by the three-spin inequality for the first and the last two spins
    have key := three_spin_inequality (s 0) (s (k + 1)) (s (k + 1 + 1)) (hs _ (by omega))
      (hs _ (by omega)) (hs _ (by omega)) (((k : ℝ) + 1) * θ) θ
    have m := mul_le_mul_of_nonneg_left ih' hS.le
    rw [Finset.sum_range_succ _ (k + 1)]
    refine le_of_mul_le_mul_left ?_ hA
    linear_combination m + key
```

## (c) Energy relative to a uniform pitch

Relate the bond sum to the energy:

$$\sum_{i<n}\bigl(\cos\theta-\langle s_i,s_{i+1}\rangle\bigr)=E_n(s)-n(1-\cos\theta).$$

**Solution.** Each term is $(1-\langle s_i,s_{i+1}\rangle)-(1-\cos\theta)$; sum over the $n$ bonds.

```lean
/-- The bond sum relative to pitch `θ` is the exchange energy minus that of `n` bonds
with angle `θ` each. -/
theorem relative_energy (n : ℕ) (s : ℕ → V) (θ : ℝ) :
    ∑ i ∈ Finset.range n, (Real.cos θ - inner ℝ (s i) (s (i + 1))) =
      wallEnergy n s - n * (1 - Real.cos θ) := by
  simp only [wallEnergy, Finset.sum_sub_distrib, Finset.sum_const, Finset.card_range,
    nsmul_eq_mul]
  ring
```

## (d) Ends at an angle below 180°

Let $n\ge1$, $0<\Phi<\pi$ and $\langle s_0,s_n\rangle=\cos\Phi$. Show that

$$E_n(s)\ge n\bigl(1-\cos(\Phi/n)\bigr).$$

**Solution.** Put $n=k+1$ and $\theta=\Phi/n$ in (b). The left side vanishes, and $\sin\Phi>0$, so the bond sum is nonnegative. Apply (c).

```lean
/-- If the end spins enclose an angle `Φ` strictly between `0` and `π`, the exchange energy
is at least `n (1 - cos (Φ / n))`. -/
theorem twist_energy_bound (n : ℕ) (hn : 1 ≤ n) (s : ℕ → V) (hs : ∀ i ≤ n, ‖s i‖ = 1)
    (Φ : ℝ) (h0 : 0 < Φ) (hπ : Φ < π) (hend : inner ℝ (s 0) (s n) = Real.cos Φ) :
    n * (1 - Real.cos (Φ / n)) ≤ wallEnergy n s := by
  obtain ⟨k, rfl⟩ : ∃ k, n = k + 1 := ⟨n - 1, by omega⟩
  have hm : ((k : ℝ) + 1) * (Φ / ((k + 1 : ℕ) : ℝ)) = Φ := by
    push_cast
    field_simp
  have hb := chain_inequality s (Φ / ((k + 1 : ℕ) : ℝ)) (by positivity) k hs
    (by rw [hm]; exact hπ)
  rw [hm, hend, sub_self, mul_zero, relative_energy] at hb
  have := nonneg_of_mul_nonneg_right hb (Real.sin_pos_of_pos_of_lt_pi h0 hπ)
  linarith
```

## (e) Opposite ends

For $n\ge1$ and $s_n=-s_0$, show that

$$E_n(s)\ge n\bigl(1-\cos(\pi/n)\bigr).$$

**Solution.** For $n=1$ both sides are 2. For $n=k+2$, set $\theta=\pi/n$. Using (b) on the whole chain would bring in $\sin\pi=0$, so stop one bond early, where $(k+1)\theta=\pi-\theta$. Cancelling $\sin\theta>0$ leaves

$$-\cos\theta-\langle s_0,s_{k+1}\rangle\le\sum_{i<k+1}\bigl(\cos\theta-\langle s_i,s_{i+1}\rangle\bigr).$$

The last bond contributes $\cos\theta+\langle s_{k+1},s_0\rangle$, so the full sum is nonnegative. Apply (c).

```lean
/-- A chain of `n` bonds whose last spin is opposite to the first has exchange energy
at least `n (1 - cos (π / n))`, in any real inner product space. -/
theorem wall_energy_bound (n : ℕ) (hn : 1 ≤ n) (s : ℕ → V) (hs : ∀ i ≤ n, ‖s i‖ = 1)
    (hend : s n = -s 0) : n * (1 - Real.cos (π / n)) ≤ wallEnergy n s := by
  rcases n with _ | _ | k
  · omega
  · have h1 : s 1 = -s 0 := hend
    have h0 := hs 0 (by omega)
    simp [wallEnergy, h1, h0]
  · have hne : ((k + 1 + 1 : ℕ) : ℝ) ≠ 0 := by positivity
    obtain ⟨θ, hθ⟩ : ∃ θ : ℝ, θ = π / ((k + 1 + 1 : ℕ) : ℝ) := ⟨_, rfl⟩
    have hpos : 0 < θ := by rw [hθ]; positivity
    have h2 : ((k + 1 + 1 : ℕ) : ℝ) * θ = π := by
      rw [hθ]
      field_simp
    push_cast at h2
    have hm : ((k : ℝ) + 1) * θ = π - θ := by linarith
    have hkθ : 0 ≤ (k : ℝ) * θ := by positivity
    have hsin : 0 < Real.sin θ := Real.sin_pos_of_pos_of_lt_pi hpos (by linarith)
    -- all bonds but the last
    have hb := chain_inequality s θ hpos k (fun i hi => hs i (by omega)) (by linarith)
    rw [hm, Real.sin_pi_sub, Real.cos_pi_sub] at hb
    have hb' := le_of_mul_le_mul_left hb hsin
    -- the last bond, where the final spin is minus the first
    have hE := relative_energy (k + 1 + 1) s θ
    rw [Finset.sum_range_succ, hend, inner_neg_right] at hE
    have hc := real_inner_comm (s 0) (s (k + 1))
    rw [← hθ]
    linarith
```

## (f) Overlap of planar spins

Show that $\langle p(a),p(b)\rangle=\cos(b-a)$.

**Solution.** The product is $\cos a\cos b+\sin a\sin b$.

```lean
/-- The overlap of two planar spins is the cosine of the angle between them. -/
theorem planarSpin_inner (a b : ℝ) :
    inner ℝ (planarSpin a) (planarSpin b) = Real.cos (b - a) := by
  rw [Real.cos_sub]
  simp [planarSpin, PiLp.inner_apply, Fin.sum_univ_succ]
```

## (g) Energy of the spiral

Show that the spiral of total angle $\Phi$ has energy $n(1-\cos(\Phi/n))$.

**Solution.** Neighbours differ by the angle $\Phi/n$, so by (f) all $n$ bonds contribute equally.

```lean
/-- The uniform spiral of total angle `Φ` has exchange energy `n (1 - cos (Φ / n))`. -/
theorem spiral_energy (Φ : ℝ) (n : ℕ) :
    wallEnergy n (spiral Φ n) = n * (1 - Real.cos (Φ / n)) := by
  have h : ∀ i : ℕ, inner ℝ (spiral Φ n i) (spiral Φ n (i + 1)) = Real.cos (Φ / n) := by
    intro i
    rw [spiral, spiral, planarSpin_inner]
    congr 1
    push_cast
    ring
  simp only [wallEnergy, h, Finset.sum_const, Finset.card_range, nsmul_eq_mul]
```

## (h) The minimum in three dimensions

For $n\ge1$, show that

$$\min_{s_n=-s_0}E_n(s)=n\bigl(1-\cos(\pi/n)\bigr).$$

**Solution.** The spiral with $\Phi=\pi$ has unit spins and $p(\pi)=-p(0)$, so (g) attains the bound (e). `IsLeast` expresses both halves: the value occurs among the allowed energies, and none lies below it.

For $n=3$ the spins turn by 60° per bond and the energy is $3(1-\tfrac12)=1.5$, against 2 for an abrupt reversal on one bond.

```lean
/-- For unit spins in three dimensions with the last opposite to the first, the minimum of
the exchange energy over `n ≥ 1` bonds is `n (1 - cos (π / n))`. -/
theorem wall_energy_minimum (n : ℕ) (hn : 1 ≤ n) :
    IsLeast {E : ℝ | ∃ s : ℕ → EuclideanSpace ℝ (Fin 3),
      (∀ i ≤ n, ‖s i‖ = 1) ∧ s n = -s 0 ∧ E = wallEnergy n s}
      (n * (1 - Real.cos (π / n))) := by
  constructor
  · refine ⟨spiral π n, fun i _ => ?_, ?_, (spiral_energy π n).symm⟩
    · have h : ‖spiral π n i‖ ^ 2 = 1 := by
        rw [← real_inner_self_eq_norm_sq, spiral, planarSpin_inner, sub_self, Real.cos_zero]
      nlinarith [norm_nonneg (spiral π n i)]
    · have hne : (n : ℝ) ≠ 0 := by
        exact_mod_cast (by omega : n ≠ 0)
      have hm : (n : ℝ) * (π / n) = π := by field_simp
      rw [spiral, spiral, hm]
      ext j
      fin_cases j <;> simp [planarSpin]
  · rintro E ⟨s, hs, hend, rfl⟩
    exact wall_energy_bound n hn s hs hend
```

## (i) Long chains

Show that

$$\lim_{n\to\infty}n\bigl(1-\cos(\pi/n)\bigr)=0.$$

**Solution.** Since $1-\cos x\le x^2/2$, the expression lies between 0 and $\pi^2/(2n)$ for $n\ge1$. The code squeezes it between these bounds.

Exchange alone therefore sets no positive energy floor independent of length, and the spiral that attains the minimum fills the whole chain. In an atomistic spin code restricted to this classical exchange-only chain, a relaxation with fixed opposite ends can be compared with (h), after matching the code's coupling convention and its zero of energy. An energy lower by more than the numerical error then points to a fault, for example in spin normalisation, end conditions or bond counting.

```lean
/-- The expression `n (1 - cos (π / n))` tends to zero as the natural number `n` grows. -/
theorem wall_energy_tendsto_zero :
    Tendsto (fun n : ℕ => (n : ℝ) * (1 - Real.cos (π / n))) atTop (𝓝 0) := by
  refine squeeze_zero' (Eventually.of_forall fun n => ?_) ?_
    (tendsto_const_div_atTop_nhds_zero_nat (π ^ 2 / 2))
  · exact mul_nonneg (Nat.cast_nonneg n) (by linarith [Real.cos_le_one (π / n)])
  · filter_upwards [eventually_ge_atTop 1] with n hn
    have hne : (n : ℝ) ≠ 0 := by
      exact_mod_cast (by omega : n ≠ 0)
    -- the small-angle estimate 1 - cos x ≤ x² / 2
    have hc := Real.one_sub_sq_div_two_le_cos (x := π / n)
    calc (n : ℝ) * (1 - Real.cos (π / n)) ≤ n * ((π / n) ^ 2 / 2) :=
          mul_le_mul_of_nonneg_left (by linarith) (Nat.cast_nonneg n)
      _ = π ^ 2 / 2 / n := by field_simp

end

end WallWithoutAnisotropy
```

```lean
#print axioms WallWithoutAnisotropy.twist_energy_bound
#print axioms WallWithoutAnisotropy.wall_energy_bound
#print axioms WallWithoutAnisotropy.wall_energy_minimum
#print axioms WallWithoutAnisotropy.wall_energy_tendsto_zero
```

```
'WallWithoutAnisotropy.twist_energy_bound' depends on axioms: [propext, Classical.choice, Quot.sound]
'WallWithoutAnisotropy.wall_energy_bound' depends on axioms: [propext, Classical.choice, Quot.sound]
'WallWithoutAnisotropy.wall_energy_minimum' depends on axioms: [propext, Classical.choice, Quot.sound]
'WallWithoutAnisotropy.wall_energy_tendsto_zero' depends on axioms: [propext, Classical.choice, Quot.sound]
```
